# The force constants of a finite periodic ring are positive semidefinite exactly when every Bloch matrix is

Take $N\ge 1$ identical cells in a closed ring, labelled by $R\in\mathbb Z/N$. Each cell has a finite set $d$ of internal coordinates, indexed by $a,b$. The coupling of cell $R$ to cell $R'$ is a complex block $\Phi(R'-R)$, and these blocks form the force-constant matrix

$$F_{(R,a),(R',b)}=\Phi(R'-R)_{ab}.$$

A star denotes the adjoint of a matrix and the complex conjugate of a number. For a displacement vector $u$, the harmonic energy is $\tfrac12u^*Fu$. Positive semidefinite means that $F$ is Hermitian and $u^*Fu\ge 0$ for every complex $u$. Zero modes, such as rigid translations, are therefore allowed.

In the Lean code, cells are elements of `ZMod N`, `[NeZero N]` excludes $N=0$, and the coordinates form a finite type `d`.

```lean
import Mathlib

open Matrix
open scoped ComplexOrder

-- rectangular products below are ordinary matrix products
attribute [-instance] CStarMatrix.instHMulOfFintypeOfMulOfAddCommMonoid

namespace BlochStability

noncomputable section

variable {N : ℕ} [NeZero N] {d : Type*} [Fintype d] [DecidableEq d]
```

Wave numbers are also labelled by $k\in\mathbb Z/N$. The phase $\chi_k(R)=e^{2\pi i kR/N}$ counts cells and ignores atomic positions inside a cell.

```lean
/-- The Bloch phase `exp (2πi k R / N)` of cell `R` at wave number `k`. -/
def phase (k R : ZMod N) : ℂ := ZMod.stdAddChar (k * R)
```

The argument of `forceConstants` is the family of blocks, so translation invariance is built into its definition.

```lean
/-- The force-constant matrix of the whole ring of `N` cells: the block coupling cell `R`
to cell `R'` is `Φ (R' - R)`. -/
def forceConstants (Φ : ZMod N → Matrix d d ℂ) : Matrix (ZMod N × d) (ZMod N × d) ℂ :=
  Matrix.of fun x y => Φ (y.1 - x.1) x.2 y.2
```

The Bloch matrix is $D(k)=\sum_R\chi_k(R)\,\Phi(R)$. If the blocks are mass-weighted, meaning that each second derivative of the energy has been divided by $\sqrt{m_am_b}$ with $m_a$ the mass that belongs to coordinate $a$, its eigenvalues are the squared frequencies $\omega^2$.

```lean
/-- The Bloch matrix `D(k)`, the lattice Fourier sum of the force-constant blocks. -/
def blochMatrix (Φ : ZMod N → Matrix d d ℂ) (k : ZMod N) : Matrix d d ℂ :=
  ∑ R, phase k R • Φ R
```

The rectangular matrix $W(k)_{(R,a),b}=\delta_{ab}\,\chi_k(R)$ turns a polarisation vector $v$ into the plane wave with components $\chi_k(R)\,v_a$. It is not normalised: the wave has squared norm $N\,v^*v$.

```lean
/-- The matrix sending a polarisation vector to the plane wave of wave number `k`. -/
def planeWave (k : ZMod N) : Matrix (ZMod N × d) d ℂ :=
  Matrix.of fun x b => if x.2 = b then phase k x.1 else 0
```

Hermiticity of $F$ is a condition on the blocks. The entry of $F$ at $(R,a),(S,b)$ is $\Phi(S-R)_{ab}$, and the corresponding entry of $F^*$ is $(\Phi(R-S)^*)_{ab}$. They agree everywhere exactly when $\Phi(-T)=\Phi(T)^*$ for all $T$. In the proof, the forward direction compares cell $R$ with cell $0$, and the reverse direction applies the condition at $R-S$.

```lean
omit [NeZero N] [Fintype d] [DecidableEq d] in
/-- The force-constant matrix is Hermitian exactly when `Φ(-R)` is the adjoint of `Φ(R)`
for every lattice vector `R`. -/
theorem forceConstants_isHermitian_iff (Φ : ZMod N → Matrix d d ℂ) :
    (forceConstants Φ).IsHermitian ↔ ∀ R, Φ (-R) = (Φ R)ᴴ := by
  constructor
  · intro h R
    ext a b
    have := h.apply (R, a) (0, b)
    simp only [forceConstants, Matrix.of_apply, sub_zero, zero_sub] at this
    rw [Matrix.conjTranspose_apply]
    exact this.symm
  · intro h
    ext ⟨R, a⟩ ⟨S, b⟩
    have := congrFun (congrFun (h (R - S)) a) b
    rw [neg_sub, Matrix.conjTranspose_apply] at this
    simp only [forceConstants, Matrix.conjTranspose_apply, Matrix.of_apply]
    exact this.symm
```

## A closed ring with finitely many cells

Periodic boundary conditions make the set of wave numbers finite. The derivation uses four properties of the phases, the last of which is a sum over this finite set:

$$\chi_k(R)^*=\chi_k(-R),\qquad \chi_k(R+S)=\chi_k(R)\chi_k(S),\qquad |\chi_k(R)|^2=1,$$

$$\sum_k\chi_k(R)\,\chi_k(S)^*=\sum_k e^{2\pi i k(R-S)/N}=N\,\delta_{RS}.$$

For the last one, put $q=e^{2\pi i(R-S)/N}$. If $R=S$, every term is $1$. Otherwise $q\ne1$ and $q^N=1$, so the geometric sum $(1-q^N)/(1-q)$ vanishes.

The first three lemmas follow from the rules for additive characters.

```lean
lemma star_phase (k R : ZMod N) : star (phase k R) = phase k (-R) := by
  unfold phase
  rw [mul_neg]
  exact (AddChar.map_neg_eq_conj _ _).symm

lemma phase_add (k R S : ZMod N) : phase k (R + S) = phase k R * phase k S := by
  unfold phase
  rw [mul_add, AddChar.map_add_eq_mul]

lemma star_phase_mul (k R : ZMod N) : star (phase k R) * phase k R = 1 := by
  rw [star_phase, ← phase_add]
  simp [phase]
```

In the fourth, Mathlib's orthogonality theorem for a primitive character replaces the geometric sum.

```lean
lemma sum_phase (R S : ZMod N) :
    ∑ k, phase k R * star (phase k S) = if R = S then (N : ℂ) else 0 := by
  have h : ∀ k : ZMod N, phase k R * star (phase k S) = ZMod.stdAddChar (k * (R - S)) := by
    intro k
    rw [star_phase, ← phase_add, ← sub_eq_add_neg]
    rfl
  simp only [h]
  rw [AddChar.sum_mulShift (R - S) (ZMod.isPrimitive_stdAddChar N)]
  simp [sub_eq_zero, ZMod.card]
```

With $N=0$, `ZMod N` would be the integers, which describe an infinite chain. The lattice sum in $D(k)$ would then need a convergence condition, and the sum over wave numbers would become an integral over the Brillouin zone. That case is not treated here.

## Translation invariance

Physically, the coupling between two cells depends only on their separation. By hand this enters when cells are counted from $R$, with $S=R'-R$:

$$\begin{aligned}(F\,W(k))_{(R,a),b}&=\sum_{R'}\Phi(R'-R)_{ab}\,\chi_k(R')\\&=\chi_k(R)\sum_S\chi_k(S)\,\Phi(S)_{ab}=(W(k)\,D(k))_{(R,a),b}.\end{aligned}$$

Thus $F\,W(k)=W(k)\,D(k)$: the plane waves of each wave number form a subspace that $F$ maps into itself. This is the relation behind Bloch's theorem, which concerns the eigenvectors. In the proof, `Equiv.subRight R` performs the change of summation variable, and `phase_add` splits the phase.

```lean
/-- The Bloch relation in matrix form: the force constants act on a plane wave through the Bloch
matrix acting on its polarisation. -/
theorem forceConstants_mul_planeWave (Φ : ZMod N → Matrix d d ℂ) (k : ZMod N) :
    forceConstants Φ * planeWave (d := d) k = planeWave (d := d) k * blochMatrix Φ k := by
  ext ⟨R, a⟩ b
  simp only [Matrix.mul_apply, Fintype.sum_prod_type, forceConstants, planeWave, blochMatrix,
    Matrix.of_apply, mul_ite, mul_zero, ite_mul, zero_mul, Finset.sum_ite_eq,
    Finset.sum_ite_eq', Finset.mem_univ, if_true, Matrix.sum_apply, Matrix.smul_apply,
    smul_eq_mul]
  rw [Finset.mul_sum]
  -- count cells from `R` instead of from the origin
  refine Fintype.sum_equiv (Equiv.subRight R) _ _ fun R' => ?_
  have h : phase k R' = phase k R * phase k (R' - R) := by
    rw [← phase_add, add_sub_cancel]
  simp only [Equiv.subRight_apply]
  rw [h]
  ring
```

Without translation invariance, different wave numbers mix. Take two one-coordinate cells with $F=\mathrm{diag}(1,-1)$. For both wave numbers $W(k)^*F\,W(k)=1-1=0$, so no single plane wave detects the negative direction. It is hidden in the coupling between $k=0$ and $k=1$.

## Positivity at every wave number

The condition that every $D(k)$ is positive semidefinite says that no plane wave lowers the harmonic energy. To extend this to arbitrary displacements, the plane waves must span the whole space. The proof of the equivalence uses two identities. The first is normalisation:

$$(W(k)^*W(k))_{ab}=\delta_{ab}\sum_R|\chi_k(R)|^2=N\,\delta_{ab}.$$

```lean
/-- Plane waves of one wave number polarised along distinct coordinates are orthogonal, and the wave
polarised along a single coordinate with unit amplitude has squared norm `N`. -/
theorem planeWave_normalised (k : ZMod N) :
    (planeWave (d := d) k)ᴴ * planeWave (d := d) k = (N : ℂ) • (1 : Matrix d d ℂ) := by
  ext a b
  simp only [Matrix.mul_apply, Matrix.conjTranspose_apply, Fintype.sum_prod_type, planeWave,
    Matrix.of_apply, mul_ite, mul_zero, Finset.sum_ite_eq', Finset.mem_univ, if_true]
  by_cases h : b = a
  · subst h
    simp only [↓reduceIte, star_phase_mul]
    simp [ZMod.card]
  · simp [h, Ne.symm h]
```

The second is completeness:

$$\Big(\sum_kW(k)W(k)^*\Big)_{(R,a),(S,b)}=\delta_{ab}\sum_k\chi_k(R)\chi_k(S)^*=N\,\delta_{ab}\,\delta_{RS}.$$

Both Lean proofs work entry by entry, separating equal from unequal coordinates.

```lean
/-- The plane waves of all `N` wave numbers are complete. -/
theorem planeWave_complete :
    ∑ k : ZMod N, planeWave (d := d) k * (planeWave (d := d) k)ᴴ
      = (N : ℂ) • (1 : Matrix (ZMod N × d) (ZMod N × d) ℂ) := by
  ext ⟨R, a⟩ ⟨S, b⟩
  simp only [Matrix.sum_apply, Matrix.mul_apply, Matrix.conjTranspose_apply, planeWave,
    Matrix.of_apply, ite_mul, zero_mul, Finset.sum_ite_eq, Finset.mem_univ, if_true]
  by_cases h : b = a
  · subst h
    simp only [↓reduceIte, sum_phase]
    simp [Matrix.one_apply]
  · simp [h, Ne.symm h]
```

The factor $N$ is positive, so it can be divided out without affecting positivity.

```lean
omit [DecidableEq d] [Fintype d] in
lemma posSemidef_of_smul {A : Matrix d d ℂ} (h : ((N : ℂ) • A).PosSemidef) :
    A.PosSemidef := by
  have hN : (N : ℂ) ≠ 0 := Nat.cast_ne_zero.2 (NeZero.ne N)
  have h0 : (0 : ℂ) ≤ (((N : ℝ)⁻¹ : ℝ) : ℂ) := Complex.zero_le_real.2 (by positivity)
  push_cast at h0
  have h1 := h.smul h0
  rwa [smul_smul, inv_mul_cancel₀ hN, one_smul] at h1
```

Suppose first that $F$ is positive semidefinite. The relation $F\,W(k)=W(k)\,D(k)$ and normalisation give

$$W(k)^*F\,W(k)=W(k)^*W(k)\,D(k)=N\,D(k).$$

Hence $D(k)$ is Hermitian, and for every polarisation $v$

$$v^*D(k)v=\tfrac1N\,(W(k)v)^*F\,(W(k)v)\ge0.$$

Conversely, suppose that every $D(k)$ is positive semidefinite. Completeness gives

$$N F=F\sum_kW(k)W(k)^*=\sum_kW(k)\,D(k)\,W(k)^*.$$

The right-hand side is Hermitian, and for every displacement $u$

$$u^*Fu=\frac1N\sum_k(W(k)^*u)^*D(k)(W(k)^*u)\ge0.$$

With the normalised waves $U(k)=W(k)/\sqrt N$, the relations for $N\,D(k)$ and $N F$ become $D(k)=U(k)^*F\,U(k)$ and $F=\sum_kU(k)D(k)U(k)^*$.

The theorem states this equivalence for arbitrary complex blocks. It does not assume $\Phi(-R)=\Phi(R)^*$, because `PosSemidef` includes Hermiticity on both sides. In the proof, `conjTranspose_mul_mul_same` handles the forward congruence. The `calc` block derives the decomposition of $NF$, and `posSemidef_sum` adds its positive terms.

```lean
/-- The force-constant matrix of the whole ring is positive semidefinite if and only if
each of the `N` Bloch matrices is. -/
theorem forceConstants_posSemidef_iff (Φ : ZMod N → Matrix d d ℂ) :
    (forceConstants Φ).PosSemidef ↔ ∀ k, (blochMatrix Φ k).PosSemidef := by
  constructor
  · intro h k
    -- restrict the quadratic form to plane waves of wave number `k`
    have h1 := h.conjTranspose_mul_mul_same (planeWave k)
    rw [Matrix.mul_assoc, forceConstants_mul_planeWave, ← Matrix.mul_assoc,
      planeWave_normalised, Matrix.smul_mul, Matrix.one_mul] at h1
    exact posSemidef_of_smul h1
  · intro h
    -- resolve the force constants into contributions of the wave numbers
    have h1 : (N : ℂ) • forceConstants Φ
        = ∑ k, planeWave (d := d) k * blochMatrix Φ k * (planeWave (d := d) k)ᴴ := by
      calc (N : ℂ) • forceConstants Φ
          = forceConstants Φ * ((N : ℂ) • 1) := by rw [Matrix.mul_smul, Matrix.mul_one]
        _ = _ := by
          rw [← planeWave_complete, Matrix.mul_sum]
          refine Finset.sum_congr rfl fun k _ => ?_
          rw [← Matrix.mul_assoc, forceConstants_mul_planeWave]
    apply posSemidef_of_smul (N := N)
    rw [h1]
    exact Matrix.posSemidef_sum _ fun k _ => (h k).mul_mul_conjTranspose_same (planeWave k)
```

For a harmonic one-dimensional supercell of $N$ identical cells, testing the full Hessian for negative curvature is therefore equivalent to testing the $N$ commensurate phonon wave numbers. The equivalence gives no information about wave numbers between them.

## Reciprocity and the sign of squared frequencies

For real force constants, $\Phi(-R)=\Phi(R)^*$ says that, for any two coordinates of the ring, in the same cell or in different cells, a unit displacement of either one causes the same force on the other. This holds whenever the forces come from a potential energy, since second derivatives commute. In the code it is the hypothesis `hΦ`, which is assumed and not derived from a potential.

With it, positivity can be read from phonon eigenvalues alone. One direction does not use reciprocity: if $D(k)$ is positive semidefinite and $D(k)v=wv$ with $w$ real and $v\neq0$, then $0\le v^*D(k)v=w\,v^*v$. Since $v^*v>0$, it follows that $w\ge0$.

The other direction needs $D(k)$ to be Hermitian, and reciprocity supplies this:

$$D(k)^*=\sum_R\chi_k(-R)\,\Phi(R)^*=\sum_R\chi_k(-R)\,\Phi(-R)=D(k).$$

An orthonormal eigenbasis $e_j$ with real eigenvalues $\lambda_j$ then exists. If no real eigenvalue is negative,

$$v^*D(k)v=\sum_j\lambda_j\,|e_j^*v|^2\ge0.$$

The proof first replaces $F$ by its Bloch matrices through the main theorem. It then obtains `hD` by reversing the sign of the summation variable and applies the hypothesis to each vector of the eigenbasis. For mass-weighted blocks the variable `w` stands for $\omega^2$, and a negative value means an imaginary frequency.

```lean
/-- If `Φ(-R)` is the adjoint of `Φ(R)`, the force-constant matrix is positive semidefinite
exactly when no Bloch matrix has a negative real eigenvalue `w`. -/
theorem posSemidef_iff_eigenvalues (Φ : ZMod N → Matrix d d ℂ)
    (hΦ : ∀ R, Φ (-R) = (Φ R)ᴴ) :
    (forceConstants Φ).PosSemidef ↔
      ∀ (k : ZMod N) (w : ℝ) (v : d → ℂ), v ≠ 0 → blochMatrix Φ k *ᵥ v = w • v → 0 ≤ w := by
  rw [forceConstants_posSemidef_iff]
  refine forall_congr' fun k => ⟨fun h w v hv hw => ?_, fun h => ?_⟩
  · have h1 := h.dotProduct_mulVec_nonneg v
    rw [hw, dotProduct_smul] at h1
    have h2 := (Complex.le_def.1 h1).1
    have h3 := (Complex.lt_def.1 (dotProduct_star_self_pos_iff.2 hv)).1
    simp only [Complex.zero_re, Complex.real_smul, Complex.re_ofReal_mul] at h2 h3
    by_contra hneg
    nlinarith [mul_neg_of_neg_of_pos (not_le.1 hneg) h3]
  · have hD : (blochMatrix Φ k).IsHermitian := by
      unfold Matrix.IsHermitian blochMatrix
      rw [Matrix.conjTranspose_sum]
      refine Fintype.sum_equiv (Equiv.neg _) _ _ fun R => ?_
      rw [Matrix.conjTranspose_smul, Equiv.neg_apply, hΦ, star_phase]
    -- test the hypothesis on an eigenbasis of the Bloch matrix
    rw [hD.posSemidef_iff_eigenvalues_nonneg]
    intro j
    refine h _ _ (fun h0 => ?_) (hD.mulVec_eigenvectorBasis j)
    apply hD.eigenvectorBasis.orthonormal.ne_zero j
    ext i
    exact congrFun h0 i
```

Without reciprocity the eigenvalue test can fail even for one cell. Take $N=1$, two coordinates and

$$\Phi(0)=\begin{pmatrix}1&4\\0&1\end{pmatrix}.$$

Here $F=D(0)=\Phi(0)$, and the only eigenvalue is $1$. Yet $u=(1,-1)$ gives $u^*Fu=1-4+1=-2$. Such a block cannot be the Hessian of an energy, and its eigenvalues do not control its quadratic form.

## Testing the zone centre alone

The main theorem requires positivity at all $N$ wave numbers. At $k=0$ every cell moves in the same way, so $D(0)$ sees only displacements that repeat from cell to cell. An instability that alternates between cells escapes it.

Two cells with one coordinate each are enough to show this. Let $\Phi(0)=-1$ and $\Phi(1)=1$, so that

$$F=\begin{pmatrix}-1&1\\1&-1\end{pmatrix},\qquad D(0)=-1+1=0,\qquad D(1)=-1-1=-2.$$

These blocks satisfy reciprocity, and a uniform displacement costs no energy.

```lean
/-- A ring of two one-coordinate cells with on-site constant `-1` and coupling `1`. -/
def twoCellChain (R : ZMod 2) : Matrix (Fin 1) (Fin 1) ℂ := if R = 0 then -1 else 1
```

The zero matrix $D(0)$ is positive semidefinite. The matrix $F$ is not, because displacing one cell alone gives $u^*Fu=-1$. The proof uses that diagonal entry. The alternating displacement $u=(1,-1)$ gives $u^*Fu=-4$, or $-2$ after normalisation, in agreement with $D(1)$.

```lean
/-- The zone centre alone does not decide stability: for the two-cell chain `D(0)` is positive
semidefinite, but the full force-constant matrix is not. -/
theorem zone_centre_not_sufficient :
    (blochMatrix twoCellChain 0).PosSemidef ∧ ¬ (forceConstants twoCellChain).PosSemidef := by
  constructor
  · have h : blochMatrix twoCellChain 0 = 0 := by
      have hu : (Finset.univ : Finset (ZMod 2)) = {0, 1} := by decide
      unfold blochMatrix
      rw [hu, Finset.sum_pair (by decide)]
      simp [phase, twoCellChain]
    rw [h]
    exact Matrix.PosSemidef.zero
  · intro h
    -- a positive semidefinite matrix has no negative diagonal entry
    have h1 := (Complex.le_def.1 (h.diag_nonneg (i := ((0 : ZMod 2), (0 : Fin 1))))).1
    norm_num [forceConstants, twoCellChain] at h1

end

end BlochStability
```

```lean
#print axioms BlochStability.forceConstants_isHermitian_iff
#print axioms BlochStability.forceConstants_posSemidef_iff
#print axioms BlochStability.posSemidef_iff_eigenvalues
#print axioms BlochStability.zone_centre_not_sufficient
```

```
'BlochStability.forceConstants_isHermitian_iff' depends on axioms: [propext, Classical.choice, Quot.sound]
'BlochStability.forceConstants_posSemidef_iff' depends on axioms: [propext, Classical.choice, Quot.sound]
'BlochStability.posSemidef_iff_eigenvalues' depends on axioms: [propext, Classical.choice, Quot.sound]
'BlochStability.zone_centre_not_sufficient' depends on axioms: [propext, Classical.choice, Quot.sound]
```
